# The relativistic energy of a massive particle is strictly convex in momentum, and its gradient stays below the speed of light

Take a free particle of mass $m=1$ on a line, in units with $c=1$, and compare two of its states: at rest, with momentum $0$ and energy $1$, and moving, with momentum $3/4$ and energy $\sqrt{1+9/16}=5/4$. The Minkowski product of the two energy-momentum vectors is

$$\tfrac54\cdot 1-\tfrac34\cdot 0=\tfrac54,$$

which exceeds $m^2=1$ by $1/4$. This excess controls two comparisons.

- **Convexity.** Halfway between the momenta the squared energy is $1+9/64=73/64$, while the squared average of the energies is $(9/8)^2=81/64$. The gap is $1/8$, half the excess.
- **Energy against momentum.** The squared momentum difference is $9/16$ and the squared energy difference is $1/16$. The gap is $1/2$, twice the excess.

The moving particle has velocity $p/E=3/5$. However large the momentum becomes, this ratio stays below $1$. The same argument works for momentum vectors in any number of dimensions, with the Cauchy–Schwarz inequality as the one new ingredient.

## Energy on the mass shell

```lean
import Mathlib

open Set

namespace RelativisticDispersion

noncomputable section

variable {V : Type*} [NormedAddCommGroup V]
```

`V` is the space of momenta. At this point it only needs a norm, $\|p\|$, which is the magnitude of the momentum. No dimension is fixed.

```lean
/-- The relativistic energy `E(p) = √(m² + ‖p‖²)` of a particle of mass `m` and momentum `p`,
in units with `c = 1`. -/
def energy (m : ℝ) (p : V) : ℝ := √(m ^ 2 + ‖p‖ ^ 2)
```

This defines $E(p)=\sqrt{m^2+\|p\|^2}$, the total energy including the rest energy. The parameter `m` is the rest mass, which with $c=1$ is also the energy at zero momentum. The dispersion relation enters as a definition; it is not derived from Lorentz symmetry.

```lean
/-- The mass-shell relation `E² = m² + ‖p‖²`. -/
theorem energy_sq (m : ℝ) (p : V) : energy m p ^ 2 = m ^ 2 + ‖p‖ ^ 2 :=
  Real.sq_sqrt (by positivity)
```

A Lean theorem lists its data and hypotheses before the colon, its claim after it, and its proof after `:=`. Here the claim is $E(p)^2=m^2+\|p\|^2$. Squaring undoes the root because the radicand is not negative, which the tactic `positivity` checks.

```lean
/-- A particle of positive mass has positive energy. -/
theorem energy_pos {m : ℝ} (hm : 0 < m) (p : V) : 0 < energy m p :=
  Real.sqrt_pos.2 (by positivity)
```

The hypothesis `hm : 0 < m` says that the mass is positive. Then $m^2+\|p\|^2>0$, and so $E(p)>0$.

```lean
variable [InnerProductSpace ℝ V]

/-- The velocity `p / E(p)`, meant for momenta with `E(p) ≠ 0`. -/
def velocity (m : ℝ) (p : V) : V := (energy m p)⁻¹ • p
```

From here on `V` carries a real inner product $\langle p,q\rangle$, written `inner ℝ p q`. Ordinary three-dimensional momentum space is one instance, and infinite-dimensional or incomplete spaces are allowed too.

The name `velocity` stands for the vector $p/E(p)$, not for a time derivative of position. The symbol `•` multiplies a vector by a number. For $m>0$ the energy never vanishes, so the division is a genuine one.

## Two distinct momenta have Minkowski product above $m^2$

```lean
/-- For two distinct momenta on the same mass shell, `m > 0`, the Minkowski product of the
four-momenta, `E(p) E(q) - ⟨p, q⟩`, exceeds `m²`. -/
theorem sq_mass_lt_minkowski {m : ℝ} (hm : 0 < m) {p q : V} (hpq : p ≠ q) :
    m ^ 2 < energy m p * energy m q - inner ℝ p q := by
  have hd : 0 < ‖p - q‖ ^ 2 := pow_pos (norm_pos_iff.2 (sub_ne_zero.2 hpq)) 2
  rw [norm_sub_sq_real] at hd
  have hcs : (inner ℝ p q) ^ 2 ≤ ‖p‖ ^ 2 * ‖q‖ ^ 2 := by
    have h := abs_real_inner_le_norm p q
    calc (inner ℝ p q) ^ 2 = |inner ℝ p q| ^ 2 := (sq_abs _).symm
      _ ≤ (‖p‖ * ‖q‖) ^ 2 := by gcongr
      _ = ‖p‖ ^ 2 * ‖q‖ ^ 2 := by ring
  -- compare the squares of `m² + ⟨p, q⟩` and `E(p) E(q)`
  have key : m ^ 2 + inner ℝ p q < energy m p * energy m q := by
    apply lt_of_pow_lt_pow_left₀ 2 (mul_pos (energy_pos hm p) (energy_pos hm q)).le
    rw [mul_pow, energy_sq, energy_sq]
    nlinarith [mul_pos (pow_pos hm 2) hd]
  linarith
```

For $m>0$ and $p\neq q$ the claim is

$$E(p)E(q)-\langle p,q\rangle>m^2 .$$

By hand, compare the squares of $E(p)E(q)$ and $m^2+\langle p,q\rangle$:

$$
\begin{aligned}
&(m^2+\|p\|^2)(m^2+\|q\|^2)-(m^2+\langle p,q\rangle)^2\\
&\quad=m^2\left(\|p\|^2-2\langle p,q\rangle+\|q\|^2\right)+\|p\|^2\|q\|^2-\langle p,q\rangle^2\\
&\quad=m^2\|p-q\|^2+\left(\|p\|^2\|q\|^2-\langle p,q\rangle^2\right).
\end{aligned}
$$

The first term is positive because $m>0$ and $p\ne q$. The second is at least zero by Cauchy–Schwarz. Since $E(p)E(q)$ is positive, the inequality between the squares gives $m^2+\langle p,q\rangle<E(p)E(q)$, whatever the sign of the left side.

In the proof, `hd` records $\|p-q\|^2>0$ in expanded form and `hcs` records Cauchy–Schwarz. The lemma `lt_of_pow_lt_pow_left₀` passes from the squares back to the numbers. The tactic `nlinarith`, which searches for a proof by combining known inequalities and their products, assembles the sum above.

## Strict convexity and the bound on energy differences

```lean
/-- For positive mass the energy is a strictly convex function of momentum. -/
theorem energy_strictConvex {m : ℝ} (hm : 0 < m) :
    StrictConvexOn ℝ univ (energy m : V → ℝ) := by
  refine ⟨convex_univ, fun p _ q _ hpq a b ha hb hab => ?_⟩
  have h := sq_mass_lt_minkowski hm hpq
  have hn : ‖a • p + b • q‖ ^ 2
      = a ^ 2 * ‖p‖ ^ 2 + 2 * a * b * inner ℝ p q + b ^ 2 * ‖q‖ ^ 2 := by
    rw [norm_add_sq_real, norm_smul, norm_smul, real_inner_smul_left, real_inner_smul_right,
      Real.norm_of_nonneg ha.le, Real.norm_of_nonneg hb.le]
    ring
  have hp := energy_pos hm p
  have hq := energy_pos hm q
  simp only [smul_eq_mul]
  -- the squares differ by `2ab (E(p) E(q) - ⟨p, q⟩ - m²)`
  apply lt_of_pow_lt_pow_left₀ 2 (by positivity)
  rw [energy_sq, hn]
  have e1 : a ^ 2 * energy m p ^ 2 = a ^ 2 * (m ^ 2 + ‖p‖ ^ 2) := by rw [energy_sq]
  have e2 : b ^ 2 * energy m q ^ 2 = b ^ 2 * (m ^ 2 + ‖q‖ ^ 2) := by rw [energy_sq]
  have e3 : m ^ 2 = (a + b) ^ 2 * m ^ 2 := by rw [hab]; ring
  nlinarith [mul_pos (mul_pos ha hb) (sub_pos.2 h)]
```

`StrictConvexOn ℝ univ` says that on the whole of momentum space, for $p\ne q$ and weights $a,b>0$ with $a+b=1$,

$$E(ap+bq)<aE(p)+bE(q).$$

Again the squares are compared. Expanding both with the mass-shell relation gives

$$
\begin{aligned}
&(aE(p)+bE(q))^2-E(ap+bq)^2\\
&\quad=a^2(m^2+\|p\|^2)+b^2(m^2+\|q\|^2)+2ab\,E(p)E(q)\\
&\qquad-m^2-a^2\|p\|^2-2ab\langle p,q\rangle-b^2\|q\|^2\\
&\quad=(a^2+b^2-1)\,m^2+2ab\left(E(p)E(q)-\langle p,q\rangle\right).
\end{aligned}
$$

From $(a+b)^2=1$ it follows that $a^2+b^2-1=-2ab$, so the difference equals

$$2ab\left(E(p)E(q)-\langle p,q\rangle-m^2\right)>0 .$$

For $a=b=1/2$ the prefactor is $1/2$, as in the opening example. In Lean, `hn` is the expansion of $\|ap+bq\|^2$, while `e1`, `e2` and `e3` supply the mass-shell relation and the condition on the weights. The last line multiplies the positive excess by $ab$.

```lean
/-- For positive mass and distinct momenta, the energy difference is strictly smaller than the
size of the momentum difference. -/
theorem abs_energy_sub_lt {m : ℝ} (hm : 0 < m) {p q : V} (hpq : p ≠ q) :
    |energy m p - energy m q| < ‖p - q‖ := by
  apply abs_lt_of_sq_lt_sq _ (norm_nonneg _)
  rw [norm_sub_sq_real]
  nlinarith [sq_mass_lt_minkowski hm hpq, energy_sq m p, energy_sq m q]
```

For distinct momenta, $|E(p)-E(q)|<\|p-q\|$. The calculation is

$$
\begin{aligned}
\|p-q\|^2-(E(p)-E(q))^2
&=\|p\|^2+\|q\|^2-2\langle p,q\rangle\\
&\quad-\left(2m^2+\|p\|^2+\|q\|^2-2E(p)E(q)\right)\\
&=2\left(E(p)E(q)-\langle p,q\rangle-m^2\right)>0 .
\end{aligned}
$$

In spacetime language, for $m>0$ the difference of two distinct four-momenta on the positive-energy sheet of the same mass shell is spacelike. The lemma `abs_lt_of_sq_lt_sq` takes the root at the end.

## The gradient is $p/E(p)$, and it is shorter than one

```lean
/-- For positive mass the derivative of the energy at `p` is the inner product with the velocity
`p / E(p)`. -/
theorem hasFDerivAt_energy {m : ℝ} (hm : 0 < m) (p : V) :
    HasFDerivAt (energy m) (innerSL ℝ (velocity m p)) p := by
  have hE := (energy_pos hm p).ne'
  have h := (hasStrictFDerivAt_norm_sq p).hasFDerivAt.const_add (m ^ 2)
  have hne : m ^ 2 + ‖p‖ ^ 2 ≠ 0 := by positivity
  -- chain rule for the square root
  refine (h.sqrt hne).congr_fderiv ?_
  ext v
  change 1 / (2 * energy m p) * ((2 : ℕ) • (inner ℝ p v : ℝ))
    = inner ℝ ((energy m p)⁻¹ • p) v
  rw [real_inner_smul_left, nsmul_eq_mul, Nat.cast_ofNat]
  field_simp
```

`HasFDerivAt f L p` says that the function `f` is differentiable at `p` and that its derivative there is the linear map `L`. Here `L` is `innerSL ℝ (velocity m p)`, which sends a momentum displacement $v$ to $\langle p/E(p),v\rangle$. That is what it means for $p/E(p)$ to be the gradient. Stating it through the linear map requires no completeness of `V`.

By hand, the derivative of $m^2+\|p\|^2$ in the direction $v$ is $2\langle p,v\rangle$. The chain rule for the square root then gives

$$\frac{1}{2E(p)}\cdot 2\langle p,v\rangle=\left\langle \frac{p}{E(p)},v\right\rangle .$$

The root may be differentiated because its argument is not zero, which is the content of `hne`. The tactic `ext v` compares the two linear maps on an arbitrary displacement, and `field_simp` cancels the factors.

The physical reading needs one further step, which the hypotheses leave open: that the gradient of the energy is the velocity at which something travels. In quantum mechanics, with $\hbar=1$, it is the group velocity of a free particle's wave packet that is narrow in momentum, for instance on the positive-energy branch of the Klein–Gordon or Dirac equation. Interactions or a discretised space can change the dispersion relation, and the bound would then have to be examined afresh.

```lean
/-- For positive mass the velocity `p / E(p)` has norm strictly below `1`, the speed of light. -/
theorem norm_velocity_lt_one {m : ℝ} (hm : 0 < m) (p : V) : ‖velocity m p‖ < 1 := by
  have hE := energy_pos hm p
  rw [velocity, norm_smul, norm_inv, Real.norm_of_nonneg hE.le, inv_mul_lt_iff₀ hE, mul_one]
  apply lt_of_pow_lt_pow_left₀ 2 hE.le
  rw [energy_sq]
  linarith [pow_pos hm 2]
```

The claim is $\|p/E(p)\|<1$ for every momentum. Since $E(p)>0$, it is equivalent to $\|p\|<E(p)$, and this follows from

$$\|p\|^2<m^2+\|p\|^2=E(p)^2 .$$

The `rw` line turns the bound on the quotient into $\|p\|<E(p)$, and the remaining lines compare the squares.

## The properties together, and the massless case

```lean
/-- For positive mass the energy is strictly convex and 1-Lipschitz in the momentum, and at every
momentum its gradient is the velocity `p / E(p)`, of norm strictly below the speed of light. -/
theorem dispersion_relation {m : ℝ} (hm : 0 < m) :
    StrictConvexOn ℝ univ (energy m : V → ℝ) ∧
    LipschitzWith 1 (energy m : V → ℝ) ∧
    ∀ p : V, HasFDerivAt (energy m) (innerSL ℝ (velocity m p)) p ∧ ‖velocity m p‖ < 1 := by
  refine ⟨energy_strictConvex hm, LipschitzWith.of_dist_le_mul fun p q => ?_,
    fun p => ⟨hasFDerivAt_energy hm p, norm_velocity_lt_one hm p⟩⟩
  rw [Real.dist_eq, dist_eq_norm, NNReal.coe_one, one_mul]
  rcases eq_or_ne p q with rfl | hpq
  · simp
  · exact (abs_energy_sub_lt hm hpq).le
```

The symbol `∧` means "and". For $m>0$ the theorem states that the energy is strictly convex, that it is 1-Lipschitz, meaning

$$|E(p)-E(q)|\le\|p-q\| \quad\text{for all } p,q,$$

and that at every $p$ its gradient is $p/E(p)$, of norm below $1$. The proof collects the earlier results. Only the Lipschitz bound needs a distinction of cases: for $p=q$ both sides are zero, and for $p\neq q$ the strict inequality for energy differences applies.

A massless particle on a line shows what the mass contributes. With $m=0$ the energy is $E(p)=|p|$.

- It is not strictly convex: at the midpoint of $1$ and $3$ the energy is $2$, exactly the average of the two energies.
- It has a corner at $p=0$, so it is not differentiable there.
- For $p=1$ the velocity is $1$, the speed of light.

The example shows that these three conclusions need $m\neq0$. The sign of $m$ has no influence on them, because $m$ enters the energy only through its square. Convexity in the weak sense and the 1-Lipschitz bound survive at $m=0$.

## Every velocity below that of light occurs

```lean
/-- For positive mass and `‖v‖ < 1`, the momentum `m v / √(1 - ‖v‖²)` has velocity `v`. -/
theorem velocity_of_momentum {m : ℝ} (hm : 0 < m) {v : V} (hv : ‖v‖ < 1) :
    velocity m ((m / √(1 - ‖v‖ ^ 2)) • v) = v := by
  have hs : 0 < 1 - ‖v‖ ^ 2 := by nlinarith [norm_nonneg v]
  have hr := Real.sqrt_pos.2 hs
  have hk := div_pos hm hr
  have key : ∀ k s : ℝ, k ^ 2 * s ^ 2 = m ^ 2 → s ^ 2 = 1 - ‖v‖ ^ 2 →
      m ^ 2 + (k * ‖v‖) ^ 2 = k ^ 2 := by
    intro k s h1 h2
    linear_combination k ^ 2 * h2 - h1
  -- the energy is the mass times the Lorentz factor
  have hE : energy m ((m / √(1 - ‖v‖ ^ 2)) • v) = m / √(1 - ‖v‖ ^ 2) := by
    rw [energy, norm_smul, Real.norm_of_nonneg hk.le,
      key _ (√(1 - ‖v‖ ^ 2)) (by rw [← mul_pow, div_mul_cancel₀ _ hr.ne'])
        (Real.sq_sqrt hs.le), Real.sqrt_sq hk.le]
  rw [velocity, hE, smul_smul, inv_mul_cancel₀ hk.ne', one_smul]
```

In this theorem $v$ is a given velocity with $\|v\|<1$, no longer a displacement. The momentum that produces it is the textbook $\gamma m v$ with the Lorentz factor $\gamma=1/\sqrt{1-\|v\|^2}$.

Write $s=\sqrt{1-\|v\|^2}$ and $k=m/s$, so that the momentum is $kv$. From $m^2=k^2s^2=k^2(1-\|v\|^2)$ one gets

$$E(kv)^2=m^2+k^2\|v\|^2=k^2 .$$

Because $k>0$, this means $E(kv)=k$: the energy is $\gamma m$. The velocity is therefore $kv/k=v$. In Lean, `key` is the identity for the squares, `hE` is the resulting energy, and the last line cancels $k$.

```lean
/-- For positive mass the velocities that occur are exactly those of norm below the speed of
light. -/
theorem range_velocity {m : ℝ} (hm : 0 < m) :
    range (velocity m : V → V) = Metric.ball 0 1 := by
  ext v
  rw [mem_ball_zero_iff]
  constructor
  · rintro ⟨p, rfl⟩
    exact norm_velocity_lt_one hm p
  · intro hv
    exact ⟨_, velocity_of_momentum hm hv⟩

end

end RelativisticDispersion
```

`range (velocity m)` is the set of all velocities that occur as $p$ runs through momentum space. `Metric.ball 0 1` is the open unit ball, the vectors of norm strictly below $1$. The theorem says that the two sets are equal.

The proof shows both inclusions. A velocity that occurs lies in the ball by `norm_velocity_lt_one`, and a vector in the ball occurs by `velocity_of_momentum`. So whenever momentum space contains a nonzero vector, the speeds come arbitrarily close to that of light and no smaller bound would hold. If momentum space is the single point $0$, both sets contain only the zero velocity.

```lean
#print axioms RelativisticDispersion.dispersion_relation
#print axioms RelativisticDispersion.range_velocity
```

```
'RelativisticDispersion.dispersion_relation' depends on axioms: [propext, Classical.choice, Quot.sound]
'RelativisticDispersion.range_velocity' depends on axioms: [propext, Classical.choice, Quot.sound]
```
